# The static polarizability of the ideal two-dimensional electron gas at zero temperature is constant up to twice the Fermi wavevector

A charged impurity sits near a thin layer of electrons. The layer rearranges to screen it, and each Fourier component of the impurity potential, of wavevector \(q>0\), is screened according to how easily the electrons respond at that wavevector. For non-interacting electrons with a parabolic band at zero temperature, the occupied states fill a disk of radius \(k\), the Fermi wavevector. How does the static response depend on \(q\)?

Measured in units of the density of states at the Fermi level, and counted as positive, the response is

\[
P(k,q)=\frac4q\int_0^{\min(k,q/2)}\frac{p\,dp}{\sqrt{q^2-4p^2}}
=\begin{cases}1,& q\le 2k,\\[2pt] 1-\sqrt{1-(2k/q)^2},& q>2k.\end{cases}
\]

Here \(p\) is the magnitude of an occupied wavevector. This is the static case of Stern's polarizability; its frequency dependence is not treated.

## Screening codes and the branch at \(q=2k\)

In the random-phase approximation for a strictly two-dimensional layer, the static dielectric function is \(1+v(q)\,N\,P(k,q)\), where \(v(q)\) is the two-dimensional Coulomb interaction and \(N\) the density of states. A code for impurity scattering can evaluate \(P\) from the closed form, and a numerical response routine can be compared with it.

For \(q\gg 2k\) the second branch subtracts two nearly equal numbers. With \(x=2k/q\), the equivalent form \(x^2/(1+\sqrt{1-x^2})\) avoids the loss of digits. If the radial integral is done by quadrature, the substitution \(p=(q/2)\sin t\) removes the square-root singularity and leaves \(\frac q4\int\sin t\,dt\).

The argument must be the magnitude of the wavevector. Take \(k=1\) and \(q=-2\): the upper limit becomes \(-1\), the integral is \(1/2\), and the defining expression gives \(-1\), although \(q\le 2k\) would suggest \(1\). The value \(q=0\) is also excluded, because the prefactor \(4/q\) is undefined there. For \(k>0\) the limit as \(q\to0^+\) is \(1\); the first branch of the closed form returns this value at \(q=0\) too, while a direct evaluation of the integral formula divides by zero.

## From the energy denominator to the two branches

Let \(\theta\) be the angle between the occupied wavevector and the wavevector of the perturbation. With \(M\) the effective mass of the parabolic band, the energy difference between the two coupled states is

\[
\frac{\hbar^2}{2M}\left(q^2+2pq\cos\theta\right)=\frac{\hbar^2 q}{2M}\,(q+2p\cos\theta).
\]

Summing its inverse over the occupied disk, with a factor 2 for the two terms of the response, and dividing by the density of states gives

\[
P=\frac4q\int_0^k p\,A(p)\,dp,\qquad A(p)=\frac1\pi\int_0^\pi\frac{d\theta}{q+2p\cos\theta},
\]

with a principal value wherever the denominator changes sign.

**Shells with \(2p<q\).** Put \(s=\sqrt{q^2-4p^2}\) and \(D=q+s+2p\cos\theta\). A primitive of the angular integrand is

\[
F(\theta)=\frac1s\left[\theta-2\arctan\frac{2p\sin\theta}{D}\right].
\]

To check it, use \(s^2=q^2-4p^2\) to obtain

\[
D^2+(2p\sin\theta)^2=2(q+s)(q+2p\cos\theta),
\]
\[
2p\cos\theta\,D+(2p\sin\theta)^2=(q+s)(q+2p\cos\theta-s).
\]

The derivative of the arctangent is the second expression divided by the first, so

\[
F'(\theta)=\frac1s\left[1-\frac{q+2p\cos\theta-s}{q+2p\cos\theta}\right]=\frac1{q+2p\cos\theta}.
\]

The arctangent vanishes at both ends, hence \(F(\pi)-F(0)=\pi/s\) and \(A(p)=1/\sqrt{q^2-4p^2}\).

**Shells with \(2p>q\).** The denominator vanishes at an angle \(\alpha\) with \(0<\alpha<\pi\) and \(q=-2p\cos\alpha\). Then

\[
q+2p\cos\theta=4p\,\sin\frac{\alpha+\theta}2\,\sin\frac{\alpha-\theta}2 .
\]

Define \(L(\theta)=\ln\left|\sin\frac{\alpha+\theta}2\right|-\ln\left|\sin\frac{\alpha-\theta}2\right|\). By the addition theorem for the sine,

\[
L'(\theta)=\frac{\sin\alpha}{2\sin\frac{\alpha+\theta}2\sin\frac{\alpha-\theta}2},
\]

so \(L/(2p\sin\alpha)\) is a primitive on either side of the pole. Since \(L(0)=L(\pi)=0\), cutting out \((\alpha-\varepsilon,\alpha+\varepsilon)\) leaves

\[
\frac{L(\alpha-\varepsilon)-L(\alpha+\varepsilon)}{2p\sin\alpha}
=\frac{\ln\sin(\alpha-\varepsilon/2)-\ln\sin(\alpha+\varepsilon/2)}{2p\sin\alpha}\longrightarrow0
\]

as \(\varepsilon\to0^+\). The two terms \(\ln\sin(\varepsilon/2)\) have cancelled. These shells contribute nothing, and the radial integral stops at \(\min(k,q/2)\).

**Radial integral.** Since \(\frac{d}{dp}\left[-\tfrac14\sqrt{q^2-4p^2}\right]=p/\sqrt{q^2-4p^2}\), for \(0\le m\le q/2\)

\[
\int_0^m\frac{p\,dp}{\sqrt{q^2-4p^2}}=\frac{q-\sqrt{q^2-4m^2}}4 .
\]

If \(q\le2k\), then \(m=q/2\), the integral is \(q/4\) and \(P=1\). If \(q>2k\), then \(m=k\) and \(P=1-\sqrt{1-(2k/q)^2}\). In the second case \(2k/q<1\), so the root is positive and \(P<1\). The value \(1\) therefore occurs only for \(q\le2k\).

## The Lean file

```lean
import Mathlib

open Set Filter Topology
open scoped Real

namespace TwoDimensionalStaticPolarizability

noncomputable section

/-- Static polarizability of the ideal (non-interacting) two-dimensional electron gas at zero
temperature, with Fermi wavevector `k`, at wavevector `q`, in units of the density of states, as an
integral over momentum shells. -/
def polarizability (k q : ℝ) : ℝ :=
  4 / q * ∫ p in (0 : ℝ)..min k (q / 2), p / √(q ^ 2 - 4 * p ^ 2)

/-- A logarithmic primitive, up to a constant factor, of the inverse of a static energy denominator
that vanishes at the angle `α`. -/
def polePrimitive (α θ : ℝ) : ℝ :=
  Real.log (Real.sin ((α + θ) / 2)) - Real.log (Real.sin ((α - θ) / 2))

/-- On a shell with `2p < q` the angular average of the inverse energy denominator
`q + 2p cos θ` is `1 / √(q² - 4p²)`. -/
theorem angular_average {p q : ℝ} (hp : 0 ≤ p) (h : 2 * p < q) :
    1 / π * ∫ θ in (0 : ℝ)..π, 1 / (q + 2 * p * Real.cos θ) = 1 / √(q ^ 2 - 4 * p ^ 2) := by
  have hpos : 0 < q ^ 2 - 4 * p ^ 2 := by nlinarith
  obtain ⟨s, hsdef⟩ : ∃ s, s = √(q ^ 2 - 4 * p ^ 2) := ⟨_, rfl⟩
  have hs : 0 < s := by rw [hsdef]; exact Real.sqrt_pos.2 hpos
  have hs2 : s ^ 2 = q ^ 2 - 4 * p ^ 2 := by rw [hsdef]; exact Real.sq_sqrt hpos.le
  rw [← hsdef]
  have hden : ∀ θ : ℝ, 0 < q + 2 * p * Real.cos θ := fun θ => by
    have := mul_nonneg hp (by linarith [Real.neg_one_le_cos θ] : 0 ≤ Real.cos θ + 1)
    nlinarith
  -- a primitive that is smooth on the whole half circle
  have hder : ∀ θ ∈ uIcc (0 : ℝ) π, HasDerivAt
      (fun t => (t - 2 * Real.arctan (2 * p * Real.sin t / (q + s + 2 * p * Real.cos t))) / s)
      (1 / (q + 2 * p * Real.cos θ)) θ := by
    intro θ _
    have hc := hden θ
    have hc0 := hc.ne'
    have hD : q + s + 2 * p * Real.cos θ ≠ 0 := by linarith
    have hqs : q + s ≠ 0 := by linarith
    have hN' := (Real.hasDerivAt_sin θ).const_mul (2 * p)
    have hD' := ((Real.hasDerivAt_cos θ).const_mul (2 * p)).const_add (q + s)
    have hG : HasDerivAt
        (fun t => (t - 2 * Real.arctan (2 * p * Real.sin t / (q + s + 2 * p * Real.cos t))) / s)
        ((1 - 2 * (1 / (1 + (2 * p * Real.sin θ / (q + s + 2 * p * Real.cos θ)) ^ 2) *
          ((2 * p * Real.cos θ * (q + s + 2 * p * Real.cos θ)
            - 2 * p * Real.sin θ * (2 * p * -Real.sin θ))
            / (q + s + 2 * p * Real.cos θ) ^ 2))) / s) θ :=
      ((hasDerivAt_id' θ).fun_sub (((hN'.fun_div hD' hD).arctan).const_mul 2)).div_const s
    refine hG.congr_deriv ?_
    have hsc := Real.sin_sq_add_cos_sq θ
    have e1 : (q + s + 2 * p * Real.cos θ) ^ 2 + (2 * p * Real.sin θ) ^ 2
        = 2 * (q + s) * (q + 2 * p * Real.cos θ) := by
      linear_combination hs2 + 4 * p ^ 2 * hsc
    have e2 : 2 * p * Real.cos θ * (q + s + 2 * p * Real.cos θ)
        - 2 * p * Real.sin θ * (2 * p * -Real.sin θ)
        = (q + s) * (q + 2 * p * Real.cos θ - s) := by
      linear_combination hs2 + 4 * p ^ 2 * hsc
    have e3 : 1 + (2 * p * Real.sin θ / (q + s + 2 * p * Real.cos θ)) ^ 2
        = 2 * (q + s) * (q + 2 * p * Real.cos θ) / (q + s + 2 * p * Real.cos θ) ^ 2 := by
      rw [← e1, div_pow, add_div, div_self (pow_ne_zero 2 hD)]
    rw [e2, e3]
    field_simp
    ring
  have hcont : Continuous (fun θ : ℝ => 1 / (q + 2 * p * Real.cos θ)) :=
    continuous_const.div (by fun_prop) (fun θ => (hden θ).ne')
  rw [intervalIntegral.integral_eq_sub_of_hasDerivAt hder (hcont.intervalIntegrable _ _)]
  have hpi := Real.pi_ne_zero
  simp only [Real.sin_pi, Real.sin_zero, mul_zero, zero_div, Real.arctan_zero, sub_zero]
  field_simp

/-- The angular integral of the inverse energy denominator over an arc that avoids the pole `α` is
the difference of the endpoint values of `polePrimitive α`, each divided by `2p sin α`. -/
theorem arc_integral {p q α u v : ℝ} (hp : 0 < p) (h0 : 0 < α) (hα : α < π)
    (hres : q + 2 * p * Real.cos α = 0) (hu : 0 ≤ u) (huv : u ≤ v) (hv : v ≤ π)
    (hne : ∀ θ ∈ Icc u v, θ ≠ α) :
    ∫ θ in u..v, 1 / (q + 2 * p * Real.cos θ)
      = polePrimitive α v / (2 * p * Real.sin α) - polePrimitive α u / (2 * p * Real.sin α) := by
  have hS : Real.sin α ≠ 0 := (Real.sin_pos_of_pos_of_lt_pi h0 hα).ne'
  have hA : ∀ θ ∈ Icc u v, Real.sin ((α + θ) / 2) ≠ 0 := fun θ hθ =>
    (Real.sin_pos_of_pos_of_lt_pi (by linarith [hθ.1]) (by linarith [hθ.2])).ne'
  have hB : ∀ θ ∈ Icc u v, Real.sin ((α - θ) / 2) ≠ 0 := fun θ hθ => by
    rcases lt_or_gt_of_ne (hne θ hθ) with h | h
    · exact (Real.sin_pos_of_pos_of_lt_pi (by linarith) (by linarith [hθ.1])).ne'
    · exact (Real.sin_neg_of_neg_of_neg_pi_lt (by linarith) (by linarith [hθ.2])).ne
  -- the denominator factorises into half-angle sines
  have hfac : ∀ θ : ℝ, q + 2 * p * Real.cos θ
      = 4 * p * Real.sin ((α + θ) / 2) * Real.sin ((α - θ) / 2) := fun θ => by
    have c1 := Real.cos_sub ((α + θ) / 2) ((α - θ) / 2)
    have c2 := Real.cos_add ((α + θ) / 2) ((α - θ) / 2)
    rw [show (α + θ) / 2 - (α - θ) / 2 = θ by ring] at c1
    rw [show (α + θ) / 2 + (α - θ) / 2 = α by ring] at c2
    linear_combination hres + 2 * p * c1 - 2 * p * c2
  have alg : ∀ a b c d S : ℝ, a ≠ 0 → b ≠ 0 → S ≠ 0 → S = a * d + c * b →
      (c * (1 / 2) / a - d * (-1 / 2) / b) / (2 * p * S) = 1 / (4 * p * a * b) := by
    intro a b c d S ha hb hS' hSe
    have e : c * (1 / 2) / a - d * (-1 / 2) / b = S / (2 * a * b) := by
      rw [hSe]
      field_simp
      ring
    rw [e]
    field_simp
    norm_num
  have hder : ∀ θ ∈ uIcc u v, HasDerivAt (fun t => polePrimitive α t / (2 * p * Real.sin α))
      (1 / (q + 2 * p * Real.cos θ)) θ := by
    intro θ hθ
    rw [uIcc_of_le huv] at hθ
    have dA := (((hasDerivAt_id' θ).const_add α).div_const 2).sin
    have dB := (((hasDerivAt_id' θ).const_sub α).div_const 2).sin
    have hG := ((dA.log (hA θ hθ)).fun_sub (dB.log (hB θ hθ))).div_const (2 * p * Real.sin α)
    refine HasDerivAt.congr_deriv hG ?_
    rw [hfac θ]
    refine alg _ _ _ _ _ (hA θ hθ) (hB θ hθ) hS ?_
    rw [← Real.sin_add]
    congr 1
    ring
  refine intervalIntegral.integral_eq_sub_of_hasDerivAt hder
    (ContinuousOn.intervalIntegrable ?_)
  rw [uIcc_of_le huv]
  refine continuousOn_const.div (by fun_prop) (fun θ hθ => ?_)
  rw [hfac θ]
  exact mul_ne_zero (mul_ne_zero (by positivity) (hA θ hθ)) (hB θ hθ)

/-- If the energy denominator vanishes at an angle `α` strictly between `0` and `π`, the
principal value of the angular integral over the half circle is zero. -/
theorem resonant_shell_principal_value {p q α : ℝ} (hp : 0 < p) (h0 : 0 < α) (hα : α < π)
    (hres : q + 2 * p * Real.cos α = 0) :
    Tendsto (fun ε : ℝ => (∫ θ in (0 : ℝ)..(α - ε), 1 / (q + 2 * p * Real.cos θ))
      + ∫ θ in (α + ε)..π, 1 / (q + 2 * p * Real.cos θ)) (𝓝[>] 0) (𝓝 0) := by
  have hS : Real.sin α ≠ 0 := (Real.sin_pos_of_pos_of_lt_pi h0 hα).ne'
  have h1 : ContinuousAt (fun ε : ℝ => Real.log (Real.sin (α - ε / 2))) 0 :=
    ContinuousAt.log (by fun_prop) (by simpa using hS)
  have h2 : ContinuousAt (fun ε : ℝ => Real.log (Real.sin (α + ε / 2))) 0 :=
    ContinuousAt.log (by fun_prop) (by simpa using hS)
  have h := (h1.tendsto.sub h2.tendsto).div_const (2 * p * Real.sin α)
  simp only [zero_div, sub_zero, add_zero, sub_self] at h
  refine (h.mono_left nhdsWithin_le_nhds).congr' ?_
  filter_upwards [Ioo_mem_nhdsGT (lt_min h0 (sub_pos.2 hα))] with ε hε
  have hε0 := hε.1
  have hε1 := hε.2.trans_le (min_le_left _ _)
  have hε2 := hε.2.trans_le (min_le_right _ _)
  rw [arc_integral hp h0 hα hres le_rfl (by linarith) (by linarith)
      (fun θ hθ => by have := hθ.2; exact ne_of_lt (by linarith)),
    arc_integral hp h0 hα hres (by linarith) (by linarith) le_rfl
      (fun θ hθ => by have := hθ.1; exact ne_of_gt (by linarith))]
  -- the two logarithmic divergences at the pole cancel
  unfold polePrimitive
  rw [show (α + (α - ε)) / 2 = α - ε / 2 by ring, show (α - (α - ε)) / 2 = ε / 2 by ring,
    show (α + (α + ε)) / 2 = α + ε / 2 by ring, show (α - (α + ε)) / 2 = -(ε / 2) by ring,
    show (α + π) / 2 = α / 2 + π / 2 by ring, show (α - π) / 2 = α / 2 - π / 2 by ring]
  simp only [Real.sin_neg, Real.log_neg_eq_log, Real.sin_add_pi_div_two,
    Real.sin_sub_pi_div_two, add_zero, sub_zero]
  ring

/-- The shell integrand is integrable up to any `m ≤ q/2`, the singular endpoint included,
and its integral is `(q - √(q² - 4m²)) / 4`. -/
theorem shell_integral {q m : ℝ} (hq : 0 < q) (hm0 : 0 ≤ m) (hm : m ≤ q / 2) :
    IntervalIntegrable (fun p : ℝ => p / √(q ^ 2 - 4 * p ^ 2)) MeasureTheory.volume 0 m ∧
    ∫ p in (0 : ℝ)..m, p / √(q ^ 2 - 4 * p ^ 2) = (q - √(q ^ 2 - 4 * m ^ 2)) / 4 := by
  have hcont : ContinuousOn (fun x : ℝ => -√(q ^ 2 - 4 * x ^ 2) / 4) (Icc 0 m) := by fun_prop
  have hder : ∀ x ∈ Ioo 0 m, HasDerivAt (fun x : ℝ => -√(q ^ 2 - 4 * x ^ 2) / 4)
      (x / √(q ^ 2 - 4 * x ^ 2)) x := by
    intro x hx
    have hpos : 0 < q ^ 2 - 4 * x ^ 2 := by
      have := mul_pos (by linarith [hx.2] : 0 < q - 2 * x) (by linarith [hx.1] : 0 < q + 2 * x)
      nlinarith
    have hi : HasDerivAt (fun x : ℝ => q ^ 2 - 4 * x ^ 2) (-(8 * x)) x :=
      (((hasDerivAt_pow 2 x).const_mul 4).const_sub (q ^ 2)).congr_deriv (by norm_num; ring)
    exact ((hi.sqrt hpos.ne').fun_neg.div_const 4).congr_deriv (by ring)
  -- a nonnegative derivative of a continuous function is integrable
  have hint : IntervalIntegrable (fun p : ℝ => p / √(q ^ 2 - 4 * p ^ 2))
      MeasureTheory.volume 0 m :=
    (intervalIntegrable_iff_integrableOn_Ioc_of_le hm0).2
      (intervalIntegral.integrableOn_deriv_of_nonneg hcont hder
        (fun x hx => div_nonneg hx.1.le (Real.sqrt_nonneg _)))
  refine ⟨hint, ?_⟩
  have e : ∫ p in (0 : ℝ)..m, p / √(q ^ 2 - 4 * p ^ 2)
      = -√(q ^ 2 - 4 * m ^ 2) / 4 - -√(q ^ 2 - 4 * (0 : ℝ) ^ 2) / 4 :=
    intervalIntegral.integral_eq_sub_of_hasDerivAt_of_le hm0 hcont hder hint
  have h0 : √(q ^ 2 - 4 * (0 : ℝ) ^ 2) = q := by
    rw [show q ^ 2 - 4 * (0 : ℝ) ^ 2 = q ^ 2 by ring]
    exact Real.sqrt_sq hq.le
  rw [e, h0]
  ring

/-- The normalized static polarizability is `1` for `q ≤ 2k` and `1 - √(1 - (2k/q)²)`
for `q > 2k`. -/
theorem polarizability_eq {k q : ℝ} (hk : 0 ≤ k) (hq : 0 < q) :
    (q ≤ 2 * k → polarizability k q = 1) ∧
    (2 * k < q → polarizability k q = 1 - √(1 - (2 * k / q) ^ 2)) := by
  constructor
  · intro h
    unfold polarizability
    rw [min_eq_right (by linarith), (shell_integral hq (by linarith) le_rfl).2,
      show q ^ 2 - 4 * (q / 2) ^ 2 = 0 by ring, Real.sqrt_zero, sub_zero]
    field_simp
  · intro h
    have hs : √(1 - (2 * k / q) ^ 2) = √(q ^ 2 - 4 * k ^ 2) / q := by
      have e : 1 - (2 * k / q) ^ 2 = (q ^ 2 - 4 * k ^ 2) / q ^ 2 := by
        field_simp
        ring
      rw [e, Real.sqrt_div' _ (sq_nonneg q), Real.sqrt_sq hq.le]
    unfold polarizability
    rw [min_eq_left (by linarith), (shell_integral hq hk (by linarith)).2, hs]
    field_simp

/-- The normalized static polarizability equals `1` exactly when `q` does not exceed the
diameter `2k` of the Fermi disk. -/
theorem polarizability_eq_one_iff {k q : ℝ} (hk : 0 ≤ k) (hq : 0 < q) :
    polarizability k q = 1 ↔ q ≤ 2 * k := by
  refine ⟨fun h => ?_, (polarizability_eq hk hq).1⟩
  by_contra hlt
  have hlt' : 2 * k < q := lt_of_not_ge hlt
  rw [(polarizability_eq hk hq).2 hlt'] at h
  have h1 : 2 * k / q < 1 := (div_lt_one hq).2 hlt'
  have h2 : 0 ≤ 2 * k / q := by positivity
  have h3 : 0 < √(1 - (2 * k / q) ^ 2) := Real.sqrt_pos.2 (by nlinarith)
  linarith

end

end TwoDimensionalStaticPolarizability
```

```lean
#print axioms TwoDimensionalStaticPolarizability.angular_average
#print axioms TwoDimensionalStaticPolarizability.resonant_shell_principal_value
#print axioms TwoDimensionalStaticPolarizability.polarizability_eq_one_iff
```

```
'TwoDimensionalStaticPolarizability.angular_average' depends on axioms: [propext, Classical.choice, Quot.sound]
'TwoDimensionalStaticPolarizability.resonant_shell_principal_value' depends on axioms: [propext, Classical.choice, Quot.sound]
'TwoDimensionalStaticPolarizability.polarizability_eq_one_iff' depends on axioms: [propext, Classical.choice, Quot.sound]
```

## What the theorems say about the gas

The function `polarizability k q` is \(P(k,q)\), defined as the radial integral with its cutoff already in place. Both arguments are real numbers. The hypotheses `0 ≤ k` and `0 < q` make them a Fermi radius, possibly zero for an empty band, and the magnitude of a nonzero wavevector.

`polarizability_eq` gives the two branches, and `polarizability_eq_one_iff` says that the value is \(1\) exactly when \(q\le2k\).

Two further theorems justify the integrand and the cutoff. `angular_average` evaluates \(A(p)\) for \(2p<q\). `resonant_shell_principal_value` states that the integral with a symmetric gap around \(\alpha\) tends to zero as the gap half-width `ε` approaches zero from above, written `𝓝[>] 0`.

The passage from the full response formula to these shell integrals, including the prefactor \(4/q\) and the principal value taken shell by shell, is the physicist's derivation above and is not formalised. The single shell \(2p=q\) falls under neither angular theorem: its pole lies at \(\theta=\pi\) and its angular integral diverges, but one value of \(p\) does not affect the radial integral. Nonzero temperature, interactions between the electrons, layer thickness and non-parabolic bands are absent from the model for \(P\).

## How the proof follows the calculation

In `angular_average`, `hder` verifies the primitive \(F\). The steps `e1` and `e2` are the two displayed identities for \(D\), each closed by `linear_combination` from \(s^2=q^2-4p^2\) and \(\sin^2\theta+\cos^2\theta=1\).

`arc_integral` treats an arc that avoids the pole. Its step `hfac` is the factorisation into half-angle sines, and `alg` is the algebra that turns the derivative of `polePrimitive` into the inverse denominator. Because `Real.log` takes the logarithm of the absolute value, one formula serves both sides of the pole. `resonant_shell_principal_value` applies this lemma to each arc, cancels the divergent logarithms, and obtains the limit from continuity at `ε = 0`.

`shell_integral` deals with the singular endpoint \(p=q/2\). The primitive is continuous on the closed interval and has a nonnegative derivative inside, which is enough for integrability. The lemma states this along with the value, so the plateau rests on a convergent integral. `polarizability_eq` then resolves the minimum in each case and simplifies, and the converse in `polarizability_eq_one_iff` uses the strict positivity of the square root for \(q>2k\).
